# A continuous, strictly increasing wall phase kR + δ(k) with δ(0) = 0 gives ⌊(kF R + δ(kF))/π⌋ s-wave levels in (0, kF]

The model is an s-wave radial function in a box of radius R, with levels defined as the wave numbers 0 < k ≤ kF at which sin(kR + δ(k)) vanishes; δ is a given real function, not derived from a potential. The theorem `level_count` assumes 0 ≤ kF, δ continuous on [0, kF], δ(0) = 0, and the phase kR + δ(k) strictly increasing on [0, kF]. It states that the set of levels is finite and that its cardinality equals ⌊(kF R + δ(kF))/π⌋. The attempt uses `image_zeros` to identify the image of the levels under the phase with the multiples nπ, 0 < n ≤ ⌊(kF R + δ(kF))/π⌋, and transfers the count through two injective maps. Injectivity of the phase on the levels is obtained by restricting its injectivity on [0, kF].

This version doesn't compile in Lean 4 with Mathlib:

```lean
import Mathlib

open Real Set

namespace FriedelLevelCounting

noncomputable section

/-- Phase `k R + δ(k)` of the s-wave radial function at the wall of a box of radius `R`. -/
def phase (R : ℝ) (δ : ℝ → ℝ) (k : ℝ) : ℝ := k * R + δ k

/-- Wave numbers `0 < k ≤ kF` at which `sin (k R + δ(k))` vanishes. -/
def levels (R : ℝ) (δ : ℝ → ℝ) (kF : ℝ) : Set ℝ :=
  {k | k ∈ Ioc 0 kF ∧ sin (phase R δ k) = 0}

/-- A phase shift continuous on `[0, kF]` gives a wall phase continuous on `[0, kF]`. -/
theorem phase_continuousOn {R kF : ℝ} {δ : ℝ → ℝ} (hc : ContinuousOn δ (Icc 0 kF)) :
    ContinuousOn (phase R δ) (Icc 0 kF) := by
  show ContinuousOn (fun k => k * R + δ k) _
  fun_prop

/-- A continuous, strictly increasing phase `φ` with `φ(0) = 0` maps the zeros of `sin φ` in
`(0, kF]` onto the multiples `n π` with `0 < n ≤ ⌊φ(kF)/π⌋`. -/
theorem image_zeros {φ : ℝ → ℝ} {kF : ℝ} (hk : 0 ≤ kF) (hc : ContinuousOn φ (Icc 0 kF))
    (hm : StrictMonoOn φ (Icc 0 kF)) (h0 : φ 0 = 0) :
    φ '' {k | k ∈ Ioc 0 kF ∧ sin (φ k) = 0}
      = (fun n : ℤ => (n : ℝ) * π) '' Ioc (0 : ℤ) ⌊φ kF / π⌋ := by
  have h0m : (0 : ℝ) ∈ Icc 0 kF := ⟨le_rfl, hk⟩
  have hFm : kF ∈ Icc 0 kF := ⟨hk, le_rfl⟩
  ext y
  constructor
  · -- a level has phase n π, and monotonicity confines it to (0, φ kF]
    rintro ⟨k, ⟨⟨hk0, hkF⟩, hs⟩, rfl⟩
    obtain ⟨n, hn⟩ := Real.sin_eq_zero_iff.1 hs
    have hkm : k ∈ Icc 0 kF := ⟨hk0.le, hkF⟩
    have h1 : 0 < φ k := by
      have h := hm h0m hkm hk0
      rwa [h0] at h
    have h2 : φ k ≤ φ kF := hm.monotoneOn hkm hFm hkF
    refine ⟨n, ⟨?_, ?_⟩, hn⟩
    · have hpos : (0 : ℝ) < n := by
        by_contra h
        have h' := mul_nonneg (neg_nonneg.2 (not_lt.1 h)) pi_pos.le
        nlinarith
      exact_mod_cast hpos
    · rw [Int.le_floor, le_div_iff₀ pi_pos]
      linarith
  · -- each n π in (0, φ kF] is reached, by the intermediate value theorem
    rintro ⟨n, ⟨hn0, hnF⟩, rfl⟩
    rw [Int.le_floor, le_div_iff₀ pi_pos] at hnF
    have hpos : 0 < (n : ℝ) * π := mul_pos (by exact_mod_cast hn0) pi_pos
    obtain ⟨k, hk', hφ⟩ := intermediate_value_Ioc hk hc
      (show (n : ℝ) * π ∈ Ioc (φ 0) (φ kF) from ⟨by rw [h0]; exact hpos, hnF⟩)
    exact ⟨k, ⟨hk', by rw [hφ]; exact sin_int_mul_pi n⟩, hφ⟩

/-- For continuous `δ` with `δ(0) = 0` and strictly increasing wall phase, the levels in
`(0, kF]` are finitely many and their number is `⌊(kF R + δ(kF))/π⌋`. -/
theorem level_count {R kF : ℝ} {δ : ℝ → ℝ} (hk : 0 ≤ kF) (hc : ContinuousOn δ (Icc 0 kF))
    (h0 : δ 0 = 0) (hm : StrictMonoOn (phase R δ) (Icc 0 kF)) :
    (levels R δ kF).Finite ∧ ((levels R δ kF).ncard : ℤ) = ⌊(kF * R + δ kF) / π⌋ := by
  have hp0 : phase R δ 0 = 0 := by simp [phase, h0]
  have himg : phase R δ '' levels R δ kF
      = (fun n : ℤ => (n : ℝ) * π) '' Ioc (0 : ℤ) ⌊phase R δ kF / π⌋ :=
    image_zeros hk (phase_continuousOn hc) hm hp0
  have hinj : InjOn (phase R δ) (levels R δ kF) :=
    hm.injOn.mono (fun k hk' => ⟨hk'.1.1.le, hk'.1.2⟩)
  have hpi : Function.Injective (fun n : ℤ => (n : ℝ) * π) := by
    intro a b hab
    have h : (a : ℝ) = b := mul_right_cancel₀ pi_ne_zero hab
    exact_mod_cast h
  -- both maps are injective, so the levels are as many as the integers in (0, ⌊phase/π⌋]
  have he : (levels R δ kF).encard = ((⌊phase R δ kF / π⌋.toNat : ℕ) : ℕ∞) := by
    rw [← hinj.encard_image, himg, hpi.encard_image, ← Finset.coe_Ioc,
      Set.encard_coe_eq_coe_finsetCard, Int.card_Ioc, sub_zero]
  have hnn : 0 ≤ phase R δ kF := by
    have h := hm.monotoneOn ⟨le_rfl, hk⟩ ⟨hk, le_rfl⟩ hk
    rwa [hp0] at h
  refine ⟨Set.finite_of_encard_eq_coe he, ?_⟩
  rw [Set.ncard_def, he, ENat.toNat_coe]
  exact Int.toNat_of_nonneg (Int.floor_nonneg.2 (div_nonneg hnn pi_pos.le))

end

end FriedelLevelCounting
```

The compiler's answer:

```
Main.lean:66:32: error: Invalid `⟨...⟩` notation: The expected type of this term could not be determined
Main.lean:79:25: warning: `ENat.toNat_coe` has been deprecated: Use `ENat.toNat_natCast` instead
```

Cause. The error at 66:32 points to the pair `⟨hk'.1.1.le, hk'.1.2⟩` inside `hm.injOn.mono`. `Set.InjOn.mono` takes an inclusion `s₁ ⊆ s₂` and then injectivity on `s₂`. The stated type of `hinj` fixes `s₁` as `levels R δ kF` but says nothing of `s₂`, which comes only from `hm.injOn`, the later argument. When the `fun` is elaborated, its body must prove membership of `k` in a set that is still a metavariable. This does not unfold to a conjunction, so the anonymous constructor has no structure to build.

The repair states the inclusion separately as `hsub : levels R δ kF ⊆ Icc 0 kF`, with both sets written out. `obtain` extracts `0 < k` and `k ≤ kF`, and `mem_Icc.2` receives the pair at the known type `0 ≤ k ∧ k ≤ kF`. Then `hm.injOn.mono hsub` needs only unification. The mathematical content is unchanged.

The warning at 79:25 says `ENat.toNat_coe` is deprecated in favour of `ENat.toNat_natCast`. Substituting the new name is tidying: it removes the warning and is unrelated to the error.

The repair, with which the file compiles:

```diff
@@ -63,6 +63,10 @@
       = (fun n : ℤ => (n : ℝ) * π) '' Ioc (0 : ℤ) ⌊phase R δ kF / π⌋ :=
     image_zeros hk (phase_continuousOn hc) hm hp0
+  have hsub : levels R δ kF ⊆ Icc 0 kF := by
+    intro k hk'
+    obtain ⟨⟨hk0, hkF⟩, -⟩ := hk'
+    exact mem_Icc.2 ⟨hk0.le, hkF⟩
   have hinj : InjOn (phase R δ) (levels R δ kF) :=
-    hm.injOn.mono (fun k hk' => ⟨hk'.1.1.le, hk'.1.2⟩)
+    hm.injOn.mono hsub
   have hpi : Function.Injective (fun n : ℤ => (n : ℝ) * π) := by
     intro a b hab
@@ -77,5 +81,5 @@
     rwa [hp0] at h
   refine ⟨Set.finite_of_encard_eq_coe he, ?_⟩
-  rw [Set.ncard_def, he, ENat.toNat_coe]
+  rw [Set.ncard_def, he, ENat.toNat_natCast]
   exact Int.toNat_of_nonneg (Int.floor_nonneg.2 (div_nonneg hnn pi_pos.le))
 
```
